# Half an electron per spin on each atom and no bond order within a sublattice, for the filled bonding levels of an alternant Hückel model without nonbonding levels

The failing theorem, `projector_same_sign`, concerns non-interacting electrons in a finite Hückel model with orthonormal atomic orbitals. The Hamiltonian is read as α1 + β`A` with β < 0, where `A` is a real, invertible matrix with orthonormal canonical orbitals, so the bonding levels are those where `A` has positive eigenvalue. Each atom carries a sign ±1, and `A` anticommutes with the diagonal matrix S of these signs, so it couples only atoms of opposite sign. Let P be the projector onto the bonding levels, which is the density matrix for one spin when exactly those levels are filled. The theorem says that between atoms of equal sign the element of P is 1/2 if the atoms are the same and 0 if they differ. The proof takes the (i, j) element of the relation PS = S(1 − P), proved just before as `particle_hole`, and solves it for P_ij in the cases of sign +1 and −1.

This version doesn't compile in Lean 4 with Mathlib:

```lean
import Mathlib

open Matrix

namespace ProjectorSameSign

noncomputable section

variable {n : Type*} [Fintype n] [DecidableEq n]

/-- The columns of `C` are orthonormal canonical orbitals of the Hückel matrix `A`,
with eigenvalues `ε`. -/
structure CanonicalOrbitals (A C : Matrix n n ℝ) (ε : n → ℝ) : Prop where
  orthonormal : Cᵀ * C = 1
  eigen : A * C = C * diagonal ε

/-- The filling of the levels: one electron per spin in each level with positive eigenvalue
of the adjacency matrix, none in the others. -/
def filling (ε : n → ℝ) : n → ℝ := fun k => if 0 < ε k then 1 else 0

/-- The projector onto the span of the canonical orbitals with positive eigenvalue,
written in the basis of atomic orbitals. -/
def projector (C : Matrix n n ℝ) (ε : n → ℝ) : Matrix n n ℝ :=
  C * diagonal (filling ε) * Cᵀ

/-- The canonical orbitals are also left eigenvectors of the Hückel matrix. -/
theorem CanonicalOrbitals.left_eigen {A C : Matrix n n ℝ} {ε : n → ℝ}
    (h : CanonicalOrbitals A C ε) : Cᵀ * A = diagonal ε * Cᵀ := by
  have hc : C * Cᵀ = 1 := mul_eq_one_comm.mp h.orthonormal
  calc Cᵀ * A = Cᵀ * (A * C) * Cᵀ := by rw [mul_assoc, mul_assoc, hc, mul_one]
    _ = (Cᵀ * C) * diagonal ε * Cᵀ := by rw [h.eigen]; simp only [mul_assoc]
    _ = diagonal ε * Cᵀ := by rw [h.orthonormal, one_mul]

/-- An invertible Hückel matrix has no nonbonding level. -/
theorem CanonicalOrbitals.level_ne_zero {A C : Matrix n n ℝ} {ε : n → ℝ}
    (h : CanonicalOrbitals A C ε) (hA : IsUnit A) (k : n) : ε k ≠ 0 := by
  obtain ⟨u, rfl⟩ := hA
  intro hk
  have e : Cᵀ * (↑u⁻¹ : Matrix n n ℝ) * C * diagonal ε = 1 := by
    rw [mul_assoc, ← h.eigen, mul_assoc, ← mul_assoc (↑u⁻¹ : Matrix n n ℝ),
      Units.inv_mul, one_mul, h.orthonormal]
  have e' := congrFun (congrFun e k) k
  rw [mul_diagonal, hk, mul_zero, one_apply_eq] at e'
  exact zero_ne_one e'

/-- If an invertible Hückel matrix anticommutes with the diagonal matrix `S` of `s`, then the
projector `P` onto the positive levels satisfies `P S = S (1 - P)`. -/
theorem particle_hole {A C : Matrix n n ℝ} {ε s : n → ℝ}
    (h : CanonicalOrbitals A C ε) (hA : IsUnit A)
    (hanti : diagonal s * A = -(A * diagonal s)) :
    projector C ε * diagonal s = diagonal s * (1 - projector C ε) := by
  have hc : C * Cᵀ = 1 := mul_eq_one_comm.mp h.orthonormal
  have hAS : A * diagonal s = -(diagonal s * A) := by rw [hanti, neg_neg]
  -- in the canonical basis the matrix of `s` connects only opposite eigenvalues
  have hM : diagonal ε * (Cᵀ * diagonal s * C) = -(Cᵀ * diagonal s * C * diagonal ε) := by
    calc diagonal ε * (Cᵀ * diagonal s * C) = (diagonal ε * Cᵀ) * diagonal s * C := by
          simp only [mul_assoc]
      _ = Cᵀ * (A * diagonal s) * C := by rw [← h.left_eigen]; simp only [mul_assoc]
      _ = -(Cᵀ * diagonal s * (A * C)) := by
          rw [hAS]; simp only [mul_assoc, mul_neg, neg_mul]
      _ = -(Cᵀ * diagonal s * C * diagonal ε) := by rw [h.eigen]; simp only [mul_assoc]
  -- hence it connects filled levels only with empty ones
  have hF : diagonal (filling ε) * (Cᵀ * diagonal s * C)
      = Cᵀ * diagonal s * C * (1 - diagonal (filling ε)) := by
    generalize Cᵀ * diagonal s * C = M at hM ⊢
    ext j k
    have e := congrFun (congrFun hM j) k
    rw [mul_sub, mul_one]
    simp only [diagonal_mul, mul_diagonal, Matrix.neg_apply, Matrix.sub_apply] at e ⊢
    by_cases hz : M j k = 0
    · simp [hz]
    · have he : ε j = -ε k := mul_right_cancel₀ hz (by linarith)
      rcases lt_or_gt_of_ne (h.level_ne_zero hA k) with hk | hk
      · have hj : 0 < ε j := by linarith
        simp [filling, hj, not_lt_of_ge hk.le]
      · have hj : ε j ≤ 0 := by linarith
        simp [filling, hk, not_lt_of_ge hj]
  calc projector C ε * diagonal s
      = C * diagonal (filling ε) * Cᵀ * diagonal s * (C * Cᵀ) := by
        rw [hc, mul_one, projector]
    _ = C * (diagonal (filling ε) * (Cᵀ * diagonal s * C)) * Cᵀ := by simp only [mul_assoc]
    _ = C * (Cᵀ * diagonal s * C * (1 - diagonal (filling ε))) * Cᵀ := by rw [hF]
    _ = (C * Cᵀ) * diagonal s * (C * Cᵀ - C * diagonal (filling ε) * Cᵀ) := by
        noncomm_ring
    _ = diagonal s * (1 - projector C ε) := by rw [hc, one_mul, projector]

/-- For an invertible Hückel matrix anticommuting with a diagonal sign matrix, the projector
onto the positive levels has diagonal elements 1/2 and vanishes between different atoms of
equal sign. -/
theorem projector_same_sign {A C : Matrix n n ℝ} {ε s : n → ℝ}
    (h : CanonicalOrbitals A C ε) (hA : IsUnit A) (hs : ∀ i, s i = 1 ∨ s i = -1)
    (hanti : diagonal s * A = -(A * diagonal s)) {i j : n} (hij : s i = s j) :
    projector C ε i j = if i = j then 1 / 2 else 0 := by
  have e := congrFun (congrFun (particle_hole h hA hanti) i) j
  rw [mul_diagonal, diagonal_mul, sub_apply, one_apply, hij] at e
  rcases hs j with hj | hj <;> rw [hj] at e <;> split_ifs at e ⊢ <;> linarith

end

end ProjectorSameSign
```

Lean reports:

```
Main.lean:95:34: error: Ambiguous term
  sub_apply
Possible interpretations:
  _root_.sub_apply : ∀ (f g : ?m.102) (x : ?m.103), (f - g) x = f x - g x
  
  Matrix.sub_apply : ∀ (A B : Matrix ?m.102 ?m.103 ?m.104) (i : ?m.102) (j : ?m.103), (A - B) i j = A i j - B i j
Main.lean:93:54: error: unsolved goals
n : Type u_1
inst✝¹ : Fintype n
inst✝ : DecidableEq n
A C : Matrix n n ℝ
ε s : n → ℝ
h : CanonicalOrbitals A C ε
hA : IsUnit A
hs : ∀ (i : n), s i = 1 ∨ s i = -1
hanti : diagonal s * A = -(A * diagonal s)
i j : n
hij : s i = s j
e : projector C ε i j * s j = s i * (1 - projector C ε) i j
⊢ projector C ε i j = if i = j then 1 / 2 else 0
```

Lean accepts the file once it reads:

```diff
@@ -93,5 +93,5 @@
     projector C ε i j = if i = j then 1 / 2 else 0 := by
   have e := congrFun (congrFun (particle_hole h hA hanti) i) j
-  rw [mul_diagonal, diagonal_mul, sub_apply, one_apply, hij] at e
+  rw [mul_diagonal, diagonal_mul, Matrix.sub_apply, Matrix.one_apply, hij] at e
   rcases hs j with hj | hj <;> rw [hj] at e <;> split_ifs at e ⊢ <;> linarith
 
```

What went wrong. The first message says that the name `sub_apply` is ambiguous. Because of `open Matrix`, it can mean `Matrix.sub_apply`, which takes an entry of a difference of matrices, or the root-level `sub_apply`, which evaluates a difference `f - g` at one argument. Lean does not choose between them here, and the `rw` fails.

The second message follows from the first. It shows the theorem's goal still open, with `e` as the first two rewrites left it: the entry `(1 - projector C ε) i j` has not yet been split, and the closing case analysis has not run.

Writing `Matrix.sub_apply` names the intended lemma, so the rewriting can go on and the unchanged last line finishes the proof. The diff also writes `one_apply` as `Matrix.one_apply`. No message complains of that name, which `rw` had not yet reached, so nothing here shows that this second change was needed; it makes the intended lemma explicit in the same way.
